# (n + 1)-level spectra with positive weights that agree in moments 0 to 2n and differ in moment 2n + 1 interlace

In a recursion (Lanczos) calculation of a local density of states, the Hamiltonian is reduced to a chain whose first site is the orbital φ of interest. The chain is cut after n + 1 sites, and its last site energy is sometimes reset to place a level at a chosen energy E₀. This moves the other levels too. The result below says where they can go: if the site energy changes at all, no old level survives, and each gap between consecutive old levels receives exactly one new one.

Let the chain have site energies a₀, …, aₙ and nonzero real hoppings b₁, …, bₙ. It has n + 1 distinct levels Eᵢ, with positive weights wᵢ = |⟨φ|ψᵢ⟩|² on the first site, where ψᵢ are the normalised eigenvectors. Indeed, an eigenvector that vanishes on the first site vanishes on every site, by the eigenvalue equation taken site by site, so no weight is zero. Two independent eigenvectors of the same level could be combined into one that vanishes on the first site, so no level is degenerate. The k-th moment

Σᵢ wᵢ Eᵢᵏ = ⟨φ|Hᵏ|φ⟩

is a sum over walks of k steps that start and end on the first site, where H is the Hamiltonian of the cut chain. A walk that uses aₙ needs n steps out, one step in place and n steps back. Changing aₙ by δ therefore leaves moments 0 to 2n alone and changes moment 2n + 1 by δ b₁²⋯bₙ².

The theorem starts from two spectra with these properties. That the chain before and after the change of aₙ provides such a pair is shown here in prose only.

In Lean 4 with Mathlib:

```lean
import Mathlib

open Finset

namespace MomentMatchedSpectra

noncomputable section
```

## Levels, weights and moments

A line spectrum s assigns a weight s(e) to each energy e, with only finitely many weights nonzero. Its moments are

M_k(s) = Σₑ s(e) eᵏ.

```lean
/-- The `k`-th moment of a line spectrum `s`, which assigns to each energy its weight and
has finitely many levels (the energies of nonzero weight). -/
def moment (s : ℝ →₀ ℝ) (k : ℕ) : ℝ := ∑ e ∈ s.support, s e * e ^ k
```

The type `ℝ →₀ ℝ` contains exactly such functions, and `s.support` is the set of levels. Degenerate states count as one level carrying their total weight, and a state with no weight on φ is absent. The total weight M₀ need not be 1.

Two levels a < a′ of s are consecutive if every level of s above a is at least a′. The interlacing property asks for one and only one level b of t with a < b < a′.

```lean
/-- Strictly between any two consecutive levels of `s` lies exactly one level of `t`. -/
def OneLevelPerGap (s t : ℝ →₀ ℝ) : Prop :=
  ∀ a ∈ s.support, ∀ a' ∈ s.support, a < a' → (∀ c ∈ s.support, a < c → a' ≤ c) →
    ∃! b, b ∈ t.support ∧ a < b ∧ b < a'
```

Energies of zero weight add nothing to a moment, so both spectra can be summed over the same set U, the union of their levels.

```lean
/-- A moment may be summed over any finite set of energies that contains all levels. -/
theorem moment_eq_sum (s : ℝ →₀ ℝ) {U : Finset ℝ} (h : s.support ⊆ U) (k : ℕ) :
    moment s k = ∑ e ∈ U, s e * e ^ k :=
  Finset.sum_subset h fun e _ he => by rw [Finsupp.notMem_support_iff.mp he, zero_mul]
```

## What equal moments say about the weights

Write d(e) = s(e) − t(e), and suppose that M_k(s) = M_k(t) for all k < m. Take a set V of fewer than m energies. The product over V is a polynomial of degree below m,

∏_{z∈V} (E − z) = Σ_{k<m} c_k Eᵏ,

and therefore

Σ_{e∈U} d(e) ∏_{z∈V} (e − z) = Σ_{k<m} c_k [M_k(s) − M_k(t)] = 0.

```lean
/-- If two spectra agree in all moments below order `m`, the difference of their weights annihilates
every product of fewer than `m` factors `E - z` with distinct `z`. -/
theorem sum_nodes_eq_zero {s t : ℝ →₀ ℝ} {m : ℕ} (hm : ∀ k < m, moment s k = moment t k)
    (V : Finset ℝ) (hV : V.card < m) :
    ∑ e ∈ s.support ∪ t.support, (s e - t e) * ∏ z ∈ V, (e - z) = 0 := by
  have hdeg : (∏ z ∈ V, (Polynomial.X - Polynomial.C z)).natDegree < m := by
    rw [Polynomial.natDegree_prod_of_monic _ _ (fun z _ => Polynomial.monic_X_sub_C z)]
    simpa using hV
  have hev : ∀ e : ℝ, ∏ z ∈ V, (e - z) = ∑ k ∈ range m,
      (∏ z ∈ V, (Polynomial.X - Polynomial.C z)).coeff k * e ^ k := by
    intro e
    rw [← Polynomial.eval_eq_sum_range' hdeg e, Polynomial.eval_prod]
    simp only [Polynomial.eval_sub, Polynomial.eval_X, Polynomial.eval_C]
  -- expand in powers of the energy and use the moments one by one
  simp_rw [hev, Finset.mul_sum]
  rw [Finset.sum_comm]
  refine Finset.sum_eq_zero fun k hk => ?_
  have h := hm k (Finset.mem_range.1 hk)
  rw [moment_eq_sum s Finset.subset_union_left, moment_eq_sum t Finset.subset_union_right,
    ← sub_eq_zero, ← Finset.sum_sub_distrib] at h
  rw [← mul_zero (Polynomial.coeff _ k), ← h, Finset.mul_sum]
  exact Finset.sum_congr rfl fun e _ => by ring
```

In the proof, `hdeg` bounds the degree and `hev` is the expansion in powers. `Finset.sum_comm` exchanges the two sums, after which each power vanishes by its own moment equation.

Suppose now that U has at most m members. For x in U, let V be U without x. Every term except the one at x contains a zero factor, which leaves

d(x) ∏_{z∈U, z≠x} (x − z) = 0.

The product is nonzero, so d(x) = 0. Away from U both weights are zero, and the two spectra coincide.

```lean
/-- Two spectra with at most `m` levels together that agree in the moments `0, …, m - 1`
are the same spectrum. -/
theorem eq_of_moments_eq {s t : ℝ →₀ ℝ} {m : ℕ} (hm : ∀ k < m, moment s k = moment t k)
    (hcard : (s.support ∪ t.support).card ≤ m) : s = t := by
  ext x
  by_cases hx : x ∈ s.support ∪ t.support
  · -- the product over all other levels isolates the weight at `x`
    have h := sum_nodes_eq_zero hm ((s.support ∪ t.support).erase x)
      ((Finset.card_erase_lt_of_mem hx).trans_le hcard)
    rw [Finset.sum_eq_single_of_mem x hx (fun b hb hbx => by
      rw [Finset.prod_eq_zero (Finset.mem_erase.2 ⟨hbx, hb⟩) (sub_self b), mul_zero])] at h
    have hp : ∏ z ∈ (s.support ∪ t.support).erase x, (x - z) ≠ 0 :=
      Finset.prod_ne_zero_iff.2 fun z hz => sub_ne_zero.2 (Finset.ne_of_mem_erase hz).symm
    exact sub_eq_zero.1 ((mul_eq_zero.1 h).resolve_right hp)
  · rw [Finset.mem_union, not_or] at hx
    rw [Finsupp.notMem_support_iff.mp hx.1, Finsupp.notMem_support_iff.mp hx.2]
```

## Opposite signs at neighbouring levels

Allow U one more member, m + 1 at most, and let x < y be neighbours in U. Now let V be U without x and y, which has at most m − 1 members. Two terms survive:

d(x) P + d(y) Q = 0, with P = ∏_{z∈V} (x − z) and Q = ∏_{z∈V} (y − z).

Each z in V lies below both x and y or above both, so (x − z)(y − z) > 0 and hence PQ > 0. If U contains only x and y, both products are empty and equal to 1. Multiplying the equation by d(x) P gives

d(x) d(y) PQ = −(d(x) P)².

If d(x) ≠ 0, the right side is negative, and so is d(x) d(y).

```lean
/-- Let two spectra have at most `m + 1` levels together and agree in the moments
`0, …, m - 1`. At neighbouring levels `x < y` of the union the weight differences have
opposite signs, provided the one at `x` is nonzero. -/
theorem neighbours_opposite {s t : ℝ →₀ ℝ} {m : ℕ} (hm : ∀ k < m, moment s k = moment t k)
    (hcard : (s.support ∪ t.support).card ≤ m + 1) {x y : ℝ}
    (hx : x ∈ s.support ∪ t.support) (hy : y ∈ s.support ∪ t.support) (hxy : x < y)
    (hgap : ∀ z ∈ s.support ∪ t.support, x < z → y ≤ z) (h0 : s x - t x ≠ 0) :
    (s x - t x) * (s y - t y) < 0 := by
  have hy' : y ∈ (s.support ∪ t.support).erase x := Finset.mem_erase.2 ⟨hxy.ne', hy⟩
  have c1 := Finset.card_erase_add_one hx
  have c2 := Finset.card_erase_add_one hy'
  have h := sum_nodes_eq_zero hm (((s.support ∪ t.support).erase x).erase y) (by omega)
  have hsplit : ∀ f : ℝ → ℝ, ∑ e ∈ s.support ∪ t.support, f e =
      f x + (f y + ∑ e ∈ ((s.support ∪ t.support).erase x).erase y, f e) := fun f => by
    rw [Finset.add_sum_erase _ f hy', Finset.add_sum_erase _ f hx]
  have hz : ∑ e ∈ ((s.support ∪ t.support).erase x).erase y, (s e - t e) *
      ∏ z ∈ ((s.support ∪ t.support).erase x).erase y, (e - z) = 0 :=
    Finset.sum_eq_zero fun e he => by rw [Finset.prod_eq_zero he (sub_self e), mul_zero]
  rw [hsplit, hz, add_zero] at h
  -- no root lies between `x` and `y`, so the product has the same sign at both
  have hpq : 0 < (∏ z ∈ ((s.support ∪ t.support).erase x).erase y, (x - z)) *
      ∏ z ∈ ((s.support ∪ t.support).erase x).erase y, (y - z) := by
    rw [← Finset.prod_mul_distrib]
    refine Finset.prod_pos fun z hz => ?_
    obtain ⟨hzy, hz1⟩ := Finset.mem_erase.1 hz
    obtain ⟨hzx, hzU⟩ := Finset.mem_erase.1 hz1
    rcases lt_or_gt_of_ne hzx with hlt | hgt
    · exact mul_pos (by linarith) (by linarith)
    · have hyz : y < z := lt_of_le_of_ne (hgap z hzU hgt) hzy.symm
      exact mul_pos_of_neg_of_neg (by linarith) (by linarith)
  generalize (∏ z ∈ ((s.support ∪ t.support).erase x).erase y, (x - z)) = P at h hpq
  generalize (∏ z ∈ ((s.support ∪ t.support).erase x).erase y, (y - z)) = Q at h hpq
  have key : (s x - t x) * (s y - t y) * (P * Q) = -((s x - t x) * P) ^ 2 := by
    linear_combination ((s x - t x) * P) * h
  have hsq : 0 < ((s x - t x) * P) ^ 2 :=
    (sq_nonneg _).lt_of_ne' (pow_ne_zero 2 (mul_ne_zero h0 (left_ne_zero_of_mul hpq.ne')))
  by_contra hn
  have h1 := mul_nonneg (not_lt.1 hn) hpq.le
  rw [key] at h1
  linarith
```

Here `hsplit` separates the terms at x and y, `hz` removes the rest, and `hpq` is the sign of PQ. The last displayed equation is `key`, which `linear_combination` obtains from the two-term equation.

## No shared level

Let s and t have n + 1 levels each and agree in moments 0 to 2n, which is m = 2n + 1 equations. If they shared a level, the union would have at most

2(n + 1) − 1 = 2n + 1

members, and the spectra would coincide. Two different spectra therefore share no level. The signs of the weights play no part in this step.

```lean
/-- Two different spectra with `n + 1` levels each that agree in the moments `0, …, 2n`
share no level. -/
theorem no_common_level {s t : ℝ →₀ ℝ} {n : ℕ} (hs : s.support.card = n + 1)
    (ht : t.support.card = n + 1) (hm : ∀ k ≤ 2 * n, moment s k = moment t k)
    (hne : s ≠ t) : Disjoint s.support t.support := by
  refine Finset.disjoint_left.2 fun x hxs hxt => hne ?_
  have h1 := Finset.card_union_add_card_inter s.support t.support
  have h2 : 0 < (s.support ∩ t.support).card :=
    Finset.card_pos.2 ⟨x, Finset.mem_inter.2 ⟨hxs, hxt⟩⟩
  exact eq_of_moments_eq (m := 2 * n + 1) (fun k hk => hm k (by omega)) (by omega)
```

## One level in each gap

Let s and t be as in the last section and different, so that they share no level. Let the weights of s be nonnegative, and suppose that two levels x < y of s had no level of t between them. Let u be the lowest level of s above x, so that u ≤ y. Then x and u are neighbours in the union, which has at most 2n + 2 = m + 1 members. Since t has no weight at either energy,

d(x) = s(x) > 0 and d(u) = s(u) > 0.

This contradicts the opposite signs, so a level of t lies between x and y.

```lean
/-- Let two spectra `s` and `t` with `n + 1` levels each share no level and agree in the moments
`0, …, 2n`, and let the weights of `s` be nonnegative. Then between any two levels of `s` lies a
level of `t`. -/
theorem exists_level_between {s t : ℝ →₀ ℝ} {n : ℕ} (hs0 : ∀ e, 0 ≤ s e)
    (hs : s.support.card = n + 1) (ht : t.support.card = n + 1)
    (hm : ∀ k ≤ 2 * n, moment s k = moment t k) (hd : Disjoint s.support t.support)
    {x y : ℝ} (hx : x ∈ s.support) (hy : y ∈ s.support) (hxy : x < y) :
    ∃ b ∈ t.support, x < b ∧ b < y := by
  by_contra hno
  -- `u` is the next level of `s` above `x`
  obtain ⟨u, hu, hmin⟩ := Finset.exists_min_image (s.support.filter (fun z => x < z)) id
    ⟨y, Finset.mem_filter.2 ⟨hy, hxy⟩⟩
  obtain ⟨hus, hxu⟩ := Finset.mem_filter.1 hu
  have huy : u ≤ y := hmin y (Finset.mem_filter.2 ⟨hy, hxy⟩)
  have hpos : ∀ z ∈ s.support, 0 < s z - t z := fun z hz => by
    rw [Finsupp.notMem_support_iff.mp (Finset.disjoint_left.1 hd hz), sub_zero]
    exact (hs0 z).lt_of_ne' (Finsupp.mem_support_iff.1 hz)
  have hc := Finset.card_union_le s.support t.support
  have h := neighbours_opposite (m := 2 * n + 1) (fun k hk => hm k (by omega)) (by omega)
    (Finset.mem_union_left _ hx) (Finset.mem_union_left _ hus) hxu
    (fun z hz hxz => by
      rcases Finset.mem_union.1 hz with h1 | h1
      · exact hmin z (Finset.mem_filter.2 ⟨h1, hxz⟩)
      · exact huy.trans (not_lt.1 fun hzy => hno ⟨z, h1, hxz, hzy⟩))
    (hpos x hx).ne'
  exact lt_asymm h (mul_pos (hpos x hx) (hpos u hus))
```

`Finset.exists_min_image` picks out u. The hypothesis `hs0` says only that weights are nonnegative; at a level the weight is also nonzero, hence positive, and `hpos` records this.

With nonnegative weights in both spectra, the same argument runs with s and t exchanged. A gap between consecutive levels a < a′ of s thus contains at least one level of t. If it contained two, a level of s would lie between them, and a and a′ would not be consecutive. The differing moment 2n + 1 enters only to ensure that the spectra are different.

```lean
/-- Let two spectra with nonnegative weights have `n + 1` levels each, agree in the moments
`0, …, 2n` and differ in moment `2n + 1`. Then they share no level, and strictly between
consecutive levels of either lies exactly one level of the other. -/
theorem moment_matched_interlacing {s t : ℝ →₀ ℝ} {n : ℕ} (hs0 : ∀ e, 0 ≤ s e)
    (ht0 : ∀ e, 0 ≤ t e) (hs : s.support.card = n + 1) (ht : t.support.card = n + 1)
    (hm : ∀ k ≤ 2 * n, moment s k = moment t k)
    (hne : moment s (2 * n + 1) ≠ moment t (2 * n + 1)) :
    Disjoint s.support t.support ∧ OneLevelPerGap s t ∧ OneLevelPerGap t s := by
  have hd := no_common_level hs ht hm (fun h => hne (by rw [h]))
  have hst := fun x hx y hy hxy =>
    exists_level_between hs0 hs ht hm hd (x := x) (y := y) hx hy hxy
  have hts := fun x hx y hy hxy =>
    exists_level_between ht0 ht hs (fun k hk => (hm k hk).symm) hd.symm
      (x := x) (y := y) hx hy hxy
  -- two levels in one gap would enclose a further level of the first spectrum
  have gap : ∀ p q : ℝ →₀ ℝ,
      (∀ x ∈ p.support, ∀ y ∈ p.support, x < y → ∃ b ∈ q.support, x < b ∧ b < y) →
      (∀ x ∈ q.support, ∀ y ∈ q.support, x < y → ∃ b ∈ p.support, x < b ∧ b < y) →
      OneLevelPerGap p q := by
    intro p q hpq hqp a ha a' ha' haa hcons
    obtain ⟨b, hb, hab, hba⟩ := hpq a ha a' ha' haa
    refine ⟨b, ⟨hb, hab, hba⟩, ?_⟩
    rintro c ⟨hc, hac, hca⟩
    by_contra hcb
    rcases lt_or_gt_of_ne hcb with h | h
    · obtain ⟨d, hd, h1, h2⟩ := hqp c hc b hb h
      linarith [hcons d hd (hac.trans h1)]
    · obtain ⟨d, hd, h1, h2⟩ := hqp b hb c hc h
      linarith [hcons d hd (hab.trans h1)]
  exact ⟨hd, gap s t hst hts, gap t s hts hst⟩
```

The hypotheses `hs` and `ht` fix the number of levels as n + 1, so for N levels the matching moments run from 0 to 2N − 2. The conclusion has three parts: disjoint sets of levels, one level of t in each gap of s, and one level of s in each gap of t. For n = 0 there are no gaps, and the content is that the two single levels have different energies.

For the truncated chain, the number of levels below any given energy thus changes by at most one when aₙ is reset. The theorem concerns a finite set of lines; a continuous density of states does not fit the definition of a spectrum used here.

## A two-site chain with its last site energy reset

Take a₀ = a₁ = 0 and b₁ = 1. The levels are −1 and 1, each with weight 1/2. To place a level at E₀ = 2, solve

(E₀ − a₀)(E₀ − a₁) = b₁²,

which gives a₁ = 3/2. The second level is then −1/2, and the weights are 1/5 at 2 and 4/5 at −1/2. In energy order the old and new levels alternate:

−1 (old), −1/2 (new), 1 (old), 2 (new).

Both spectra have the form of a weight w at energy a and a weight v at energy b.

```lean
/-- The spectrum with weight `w` at energy `a` and weight `v` at energy `b`; if `a = b`, the weights
add. -/
def twoLevel (a b w v : ℝ) : ℝ →₀ ℝ := Finsupp.single a w + Finsupp.single b v
```

For a ≠ b and positive w and v, such a spectrum has two levels and the moments w aᵏ + v bᵏ.

```lean
/-- For distinct energies and positive weights, `twoLevel` has two levels, nonnegative
weights, and the moments `w a ^ k + v b ^ k`. -/
theorem twoLevel_facts {a b w v : ℝ} (hab : a ≠ b) (hw : 0 < w) (hv : 0 < v) :
    (twoLevel a b w v).support.card = 2 ∧ (∀ e, 0 ≤ twoLevel a b w v e) ∧
      ∀ k, moment (twoLevel a b w v) k = w * a ^ k + v * b ^ k := by
  have hval : ∀ e, twoLevel a b w v e =
      (if a = e then w else 0) + (if b = e then v else 0) := fun e => by
    simp [twoLevel, Finsupp.single_apply]
  have hsupp : (twoLevel a b w v).support = {a, b} := by
    ext e
    rw [Finsupp.mem_support_iff, hval, Finset.mem_insert, Finset.mem_singleton]
    by_cases h1 : a = e
    · subst h1
      simp [hab.symm, hw.ne']
    · by_cases h2 : b = e
      · subst h2
        simp [h1, hv.ne']
      · simp [h1, h2, Ne.symm h1, Ne.symm h2]
  refine ⟨by rw [hsupp, Finset.card_pair hab], fun e => ?_, fun k => ?_⟩
  · rw [hval]
    split_ifs <;> linarith
  · rw [moment, hsupp, Finset.sum_pair hab, hval, hval]
    simp [hab, hab.symm]
```

Moments 0, 1 and 2 are 1, 0 and 1 for both spectra. Moment 3 is 0 for the first and

(4/5)(−1/8) + (1/5)(8) = 3/2

for the second, in line with δ b₁² = 3/2. The pair therefore meets every hypothesis of the interlacing theorem with n = 1.

```lean
/-- The levels `-1, 1` with weights `1/2, 1/2` and the levels `-1/2, 2` with weights
`4/5, 1/5` meet all hypotheses of the interlacing theorem with `n = 1`. -/
theorem moment_matched_witness :
    let s := twoLevel (-1) 1 (1 / 2) (1 / 2)
    let t := twoLevel (-1 / 2) 2 (4 / 5) (1 / 5)
    (∀ e, 0 ≤ s e) ∧ (∀ e, 0 ≤ t e) ∧ s.support.card = 1 + 1 ∧ t.support.card = 1 + 1 ∧
      (∀ k ≤ 2 * 1, moment s k = moment t k) ∧
      moment s (2 * 1 + 1) ≠ moment t (2 * 1 + 1) := by
  intro s t
  obtain ⟨s1, s2, s3⟩ := twoLevel_facts (a := -1) (b := 1) (w := 1 / 2) (v := 1 / 2)
    (by norm_num) (by norm_num) (by norm_num)
  obtain ⟨t1, t2, t3⟩ := twoLevel_facts (a := -1 / 2) (b := 2) (w := 4 / 5) (v := 1 / 5)
    (by norm_num) (by norm_num) (by norm_num)
  refine ⟨s2, t2, s1, t1, fun k hk => ?_, ?_⟩
  · refine (s3 k).trans (Eq.trans ?_ (t3 k).symm)
    interval_cases k <;> norm_num
  · intro h
    have h' := (s3 (2 * 1 + 1)).symm.trans (h.trans (t3 (2 * 1 + 1)))
    norm_num at h'

end

end MomentMatchedSpectra
```

```lean
#print axioms MomentMatchedSpectra.moment_matched_interlacing
-- 'MomentMatchedSpectra.moment_matched_interlacing' depends on axioms: [propext, Classical.choice, Quot.sound]
```
